# A noise kernel cut after one time step gives no pair of paths a weight above one exactly when \(2|K(1)|\le K(0)\)

When a reduced density matrix is propagated with a discretised influence functional, the bath memory is often cut after a limited number of time steps. If only one step is kept, two coefficients of the noise kernel should be compared first: the local one, \(K(0)\), and the one between neighbouring times, \(K(1)\). If \(2|K(1)|>K(0)\), the cut kernel gives some pair of paths a weight larger than one, which the full kernel of real stationary noise never does. The criterion holds for a Gaussian bath with a real, stationary noise kernel on a uniform time grid, with all path lengths allowed and each pair of different times counted twice in the noise term.

## Noise along a pair of paths

Let \(y_j\) be the difference between the forward and backward paths at time step \(j=0,\dots,N-1\). The noise part of the influence functional multiplies the contribution of this pair of paths by \(e^{-\Phi_N(y)}\), where

\[
\Phi_N(y)=\sum_{j,k=0}^{N-1}K(|j-k|)\,y_jy_k .
\]

The dissipative part contributes only a phase and does not change the size of the weight. Separating the last time from the others gives

\[
\Phi_{N+1}=\Phi_N+2y_N\sum_{j=0}^{N-1}K(N-j)\,y_j+K(0)\,y_N^2 .
\]

Now set \(K(n)=0\) for \(n>1\) and write \(\Phi^{\rm c}\) for the resulting form. Only \(j=N-1\) survives in the sum over the past, and by induction

\[
\Phi^{\rm c}_{N+1}=K(0)\sum_{j=0}^{N}y_j^2+2K(1)\sum_{j=0}^{N-1}y_jy_{j+1}.
\]

## Completing squares, and two paths that test the bound

Suppose \(2|K(1)|\le K(0)\). Then \(K(0)\pm2K(1)\ge0\), and in particular \(K(0)\ge0\). We show that \(\Phi^{\rm c}_{n+1}\ge\tfrac12K(0)y_n^2\). For \(n=0\) this reads \(K(0)y_0^2\ge\tfrac12K(0)y_0^2\). If it holds for \(n\), then

\[
\begin{aligned}
\Phi^{\rm c}_{n+2}-\tfrac12K(0)y_{n+1}^2
&\ge\tfrac12K(0)\,(y_n^2+y_{n+1}^2)+2K(1)\,y_ny_{n+1}\\
&=\tfrac14\,(K(0)+2K(1))(y_n+y_{n+1})^2+\tfrac14\,(K(0)-2K(1))(y_n-y_{n+1})^2\ge0 .
\end{aligned}
\]

So the form is nonnegative.

Conversely, take \(y_j=s^j\) with \(s=1\) (constant path) or \(s=-1\) (alternating path). Every square is 1 and every neighbour product is \(s\), so

\[
\Phi^{\rm c}_{N+1}=(N+1)K(0)+2NsK(1)=K(0)+N\,(K(0)+2sK(1)).
\]

If \(K(0)+2sK(1)<0\), this is negative for large enough \(N\). Nonnegativity for all lengths therefore requires \(K(0)\pm2K(1)\ge0\), which is \(2|K(1)|\le K(0)\). With \(K(0)=1\) and \(K(1)=a\) the condition is \(|a|\le\tfrac12\). In a two-state system the path differences take only the values 0 and \(\pm d\) with some \(d>0\), but \(d\) times each test path is still allowed, so the condition is the same. Since \(e^{-\Phi}>1\) means \(\Phi<0\), some pair of paths is amplified exactly when \(K(0)<2|K(1)|\).

## Exponential memory before the cut

Let \(K(n)=r^n\) with \(|r|\le1\). For \(r=e^{-\Delta t/\tau}\) this is noise with correlation time \(\tau\), sampled at intervals \(\Delta t\). Define the remembered past \(M_N=\sum_{j=0}^{N-1}r^{N-j}y_j\), which obeys \(M_{N+1}=r(M_N+y_N)\). Then \(\Phi_N\ge M_N^2\): both sides vanish at \(N=0\), and

\[
\Phi_{N+1}=\Phi_N+2y_NM_N+y_N^2\ge(M_N+y_N)^2\ge r^2(M_N+y_N)^2=M_{N+1}^2 .
\]

The full kernel thus never amplifies. Its one-step truncation does so for some path once \(|r|>\tfrac12\), which for the sampled noise means \(\Delta t<\tau\ln2\).

## The noise form and its truncation in Lean

```lean
import Mathlib

open Finset

namespace InfluenceMemoryCutoff

noncomputable section
```

The kernel is a function `K : ℕ → ℝ` of the number of steps between two times, with powers of the time step and of \(\hbar\) absorbed into it. The path difference `y` is an infinite real sequence of which only the first `N` entries enter, since `range N` runs from 0 to \(N-1\). The expression `((j : ℤ) - (k : ℤ)).natAbs` is \(|j-k|\).

```lean
/-- Noise term of a discretised influence functional: path differences `y j` at the first `N`
time steps, coupled by a stationary noise kernel `K` of the time separation. -/
def noiseForm (K : ℕ → ℝ) (N : ℕ) (y : ℕ → ℝ) : ℝ :=
  ∑ j ∈ range N, ∑ k ∈ range N, K ((j : ℤ) - (k : ℤ)).natAbs * y j * y k
```

Nothing is assumed about `K`, not even that its full noise form is nonnegative, as it would be for the correlation function of real stationary noise. Truncation keeps the entries 0 and 1.

```lean
/-- The noise kernel with its memory cut after one time step. -/
def cutMemory (K : ℕ → ℝ) (n : ℕ) : ℝ := if n ≤ 1 then K n else 0
```

The name `coherenceFactor` refers to the weight of one pair of paths, not to an element of the reduced density matrix. That element is a sum over many pairs with phases, and a single weight above one does not settle whether it grows.

```lean
/-- The factor by which the noise term multiplies the contribution of a pair of paths with
difference `y`. -/
def coherenceFactor (K : ℕ → ℝ) (N : ℕ) (y : ℕ → ℝ) : ℝ := Real.exp (-noiseForm K N y)
```

## From the double sum to a chain

The first lemma is the separation of the last time. The helper facts `h1` and `h2` show that the new row and the new column of the double sum are equal, which produces the factor 2.

```lean
/-- One more time step adds to the noise term a coupling to the past and a local term. -/
theorem noiseForm_succ (K : ℕ → ℝ) (N : ℕ) (y : ℕ → ℝ) :
    noiseForm K (N + 1) y = noiseForm K N y
      + 2 * y N * ∑ j ∈ range N, K ((N : ℤ) - (j : ℤ)).natAbs * y j + K 0 * y N ^ 2 := by
  have h1 : ∑ j ∈ range N, K ((j : ℤ) - (N : ℤ)).natAbs * y j * y N
      = y N * ∑ j ∈ range N, K ((N : ℤ) - (j : ℤ)).natAbs * y j := by
    rw [mul_sum]
    refine sum_congr rfl fun j _ => ?_
    have e : ((j : ℤ) - (N : ℤ)).natAbs = ((N : ℤ) - (j : ℤ)).natAbs := by omega
    rw [e]
    ring
  have h2 : ∑ j ∈ range N, K ((N : ℤ) - (j : ℤ)).natAbs * y N * y j
      = y N * ∑ j ∈ range N, K ((N : ℤ) - (j : ℤ)).natAbs * y j := by
    rw [mul_sum]
    exact sum_congr rfl fun j _ => by ring
  unfold noiseForm
  simp only [sum_range_succ, sum_add_distrib]
  rw [h1, h2, sub_self, Int.natAbs_zero]
  ring
```

The chain formula follows by induction. Here `h0` removes all times more than one step back, and `h` evaluates what is left of the past as `K 1 * y N`. The statement uses `N + 1` points, so a chain always has at least one point and `N` counts its bonds.

```lean
/-- With the memory cut after one step, the noise term is a chain with nearest-neighbour
coupling. -/
theorem noiseForm_cutMemory (K : ℕ → ℝ) (N : ℕ) (y : ℕ → ℝ) :
    noiseForm (cutMemory K) (N + 1) y
      = K 0 * ∑ j ∈ range (N + 1), y j ^ 2 + 2 * K 1 * ∑ j ∈ range N, y j * y (j + 1) := by
  induction N with
  | zero =>
    rw [noiseForm_succ]
    simp [noiseForm, cutMemory]
  | succ N ih =>
    -- of the whole past, only the previous step is remembered
    have h0 : ∀ j ∈ range N,
        cutMemory K (((N + 1 : ℕ) : ℤ) - (j : ℤ)).natAbs * y j = 0 := by
      intro j hj
      have hj' := mem_range.mp hj
      have e : ¬ (((N + 1 : ℕ) : ℤ) - (j : ℤ)).natAbs ≤ 1 := by omega
      rw [cutMemory, if_neg e, zero_mul]
    have h1 : (((N + 1 : ℕ) : ℤ) - (N : ℤ)).natAbs = 1 := by omega
    have h : ∑ j ∈ range (N + 1), cutMemory K (((N + 1 : ℕ) : ℤ) - (j : ℤ)).natAbs * y j
        = K 1 * y N := by
      rw [sum_range_succ, sum_eq_zero h0, h1, zero_add]
      simp [cutMemory]
    have c0 : cutMemory K 0 = K 0 := by simp [cutMemory]
    rw [noiseForm_succ, ih, h, c0, sum_range_succ (fun j => y j ^ 2) (N + 1),
      sum_range_succ (fun j => y j * y (j + 1)) N]
    ring
```

The two test paths are treated together through the hypothesis `s ^ 2 = 1`. The facts `h1` and `h2` are the values of the squares and of the neighbour products.

```lean
/-- The noise term of the cut kernel on the constant path (`s = 1`) or the alternating path
(`s = -1`). -/
theorem noiseForm_cutMemory_signs (K : ℕ → ℝ) (N : ℕ) (s : ℝ) (hs : s ^ 2 = 1) :
    noiseForm (cutMemory K) (N + 1) (fun j => s ^ j)
      = ((N : ℝ) + 1) * K 0 + 2 * N * s * K 1 := by
  have h1 : ∀ j : ℕ, (s ^ j) ^ 2 = 1 := fun j => by
    rw [← pow_mul, mul_comm, pow_mul, hs, one_pow]
  have h2 : ∀ j : ℕ, s ^ j * s ^ (j + 1) = s := fun j => by
    rw [pow_succ]
    linear_combination s * h1 j
  rw [noiseForm_cutMemory]
  simp only [h1, h2, sum_const, card_range, nsmul_eq_mul]
  push_cast
  ring
```

## The bound on the neighbour correlation

The equivalence quantifies over all `N` and all `y` on its left side. At a fixed length the condition is weaker: two points with \(K(0)=1\) need only \(|K(1)|\le1\).

In the forward direction, `key` supposes that \(K(0)+2sK(1)\) is negative, picks `N` above the ratio \(K(0)/(-(K(0)+2sK(1)))\), and contradicts nonnegativity on the path \(s^j\). In the backward direction, `low` is the lower bound by half the last local term. The products handed to `nlinarith` are the two completed squares.

```lean
/-- The noise term with one-step memory is nonnegative for all path differences and all numbers of
steps exactly when twice the absolute value of the neighbour correlation `K 1` is at most the local
one, `K 0`. -/
theorem cutMemory_nonneg_iff (K : ℕ → ℝ) :
    (∀ N y, 0 ≤ noiseForm (cutMemory K) N y) ↔ 2 * |K 1| ≤ K 0 := by
  constructor
  · intro h
    -- long constant and alternating paths test the two signs of the correlation
    have key : ∀ s : ℝ, s ^ 2 = 1 → 0 ≤ K 0 + 2 * s * K 1 := by
      intro s hs
      by_contra hn
      have hn' := not_le.mp hn
      obtain ⟨N, hN⟩ := exists_nat_gt (K 0 / (-(K 0 + 2 * s * K 1)))
      rw [div_lt_iff₀ (by linarith)] at hN
      have hq := h (N + 1) (fun j => s ^ j)
      rw [noiseForm_cutMemory_signs K N s hs] at hq
      nlinarith
    have h1 := key 1 (by norm_num)
    have h2 := key (-1) (by norm_num)
    have h3 : |K 1| ≤ K 0 / 2 := abs_le.mpr ⟨by linarith, by linarith⟩
    linarith
  · intro h N y
    have hp : 0 ≤ K 0 + 2 * K 1 := by linarith [neg_abs_le (K 1)]
    have hm : 0 ≤ K 0 - 2 * K 1 := by linarith [le_abs_self (K 1)]
    -- half of the last local term is always left over
    have low : ∀ n : ℕ, K 0 / 2 * y n ^ 2 ≤ noiseForm (cutMemory K) (n + 1) y := by
      intro n
      rw [noiseForm_cutMemory]
      induction n with
      | zero =>
        simp only [zero_add, sum_range_one, sum_range_zero, mul_zero, add_zero]
        nlinarith [mul_nonneg hp (sq_nonneg (y 0)), mul_nonneg hm (sq_nonneg (y 0))]
      | succ n ih =>
        rw [sum_range_succ (fun j => y j ^ 2) (n + 1),
          sum_range_succ (fun j => y j * y (j + 1)) n]
        nlinarith [mul_nonneg hp (sq_nonneg (y n + y (n + 1))),
          mul_nonneg hm (sq_nonneg (y n - y (n + 1)))]
    cases N with
    | zero => simp [noiseForm]
    | succ n =>
      have hK : 0 ≤ K 0 / 2 := by linarith
      exact le_trans (mul_nonneg hK (sq_nonneg (y n))) (low n)
```

The version with a single parameter \(a\) uses the kernel \(a^n\), whose first two entries are 1 and \(a\). Its later entries are removed by the cut and play no part.

```lean
/-- The chain with unit local terms and neighbour correlation `a` is nonnegative for every
number of points `N + 1` and all real `y` if and only if `|a| ≤ 1/2`. -/
theorem chain_nonneg_iff (a : ℝ) :
    (∀ (N : ℕ) (y : ℕ → ℝ),
      0 ≤ ∑ j ∈ range (N + 1), y j ^ 2 + 2 * a * ∑ j ∈ range N, y j * y (j + 1))
      ↔ |a| ≤ 1 / 2 := by
  have e : ∀ (N : ℕ) (y : ℕ → ℝ), noiseForm (cutMemory (fun n => a ^ n)) (N + 1) y
      = ∑ j ∈ range (N + 1), y j ^ 2 + 2 * a * ∑ j ∈ range N, y j * y (j + 1) := by
    intro N y
    rw [noiseForm_cutMemory]
    simp only [pow_zero, pow_one, one_mul]
  constructor
  · intro h
    have h1 := (cutMemory_nonneg_iff (fun n => a ^ n)).1 (fun N y => by
      cases N with
      | zero => simp [noiseForm]
      | succ N => rw [e]; exact h N y)
    simp only [pow_zero, pow_one] at h1
    linarith
  · intro h N y
    rw [← e N y]
    refine (cutMemory_nonneg_iff (fun n => a ^ n)).2 ?_ (N + 1) y
    simp only [pow_zero, pow_one]
    linarith
```

Negating both sides of the equivalence for `K` gives the criterion for amplification, because the exponential exceeds one exactly when its argument is positive.

```lean
/-- One-step memory gives some pair of paths a noise factor above one exactly when twice the
absolute value of the neighbour correlation exceeds the local one. -/
theorem cutMemory_amplifies_iff (K : ℕ → ℝ) :
    (∃ N y, 1 < coherenceFactor (cutMemory K) N y) ↔ K 0 < 2 * |K 1| := by
  have h := not_congr (cutMemory_nonneg_iff K)
  simp only [not_forall, not_le] at h
  rw [← h]
  simp only [coherenceFactor, Real.one_lt_exp_iff, neg_pos]
```

## A kernel that damps until it is cut

For geometric memory, `key` is the inequality \(\Phi_N\ge M_N^2\), and `hM` is the recursion for the remembered past. After `generalize` has replaced the sum by the letter `M`, the remaining inequality follows from the induction hypothesis and \((1-r^2)(M+y_N)^2\ge0\).

```lean
/-- The full noise term with geometric memory `r ^ |j - k|`, `|r| ≤ 1`, is nonnegative. -/
theorem geometric_nonneg (r : ℝ) (hr : |r| ≤ 1) (N : ℕ) (y : ℕ → ℝ) :
    0 ≤ noiseForm (fun n => r ^ n) N y := by
  have hr2 : r ^ 2 ≤ 1 := (sq_le_one_iff_abs_le_one r).2 hr
  -- the noise term dominates the square of the remembered past
  have key : (∑ j ∈ range N, r ^ ((N : ℤ) - (j : ℤ)).natAbs * y j) ^ 2
      ≤ noiseForm (fun n => r ^ n) N y := by
    induction N with
    | zero => simp [noiseForm]
    | succ N ih =>
      have hM : ∑ j ∈ range (N + 1), r ^ (((N + 1 : ℕ) : ℤ) - (j : ℤ)).natAbs * y j
          = r * (∑ j ∈ range N, r ^ ((N : ℤ) - (j : ℤ)).natAbs * y j + y N) := by
        have e1 : (((N + 1 : ℕ) : ℤ) - (N : ℤ)).natAbs = 1 := by omega
        rw [sum_range_succ, e1, pow_one, mul_add, mul_sum]
        congr 1
        refine sum_congr rfl fun j hj => ?_
        have hj' := mem_range.mp hj
        have e2 : (((N + 1 : ℕ) : ℤ) - (j : ℤ)).natAbs
            = ((N : ℤ) - (j : ℤ)).natAbs + 1 := by omega
        rw [e2, pow_succ]
        ring
      have hq := noiseForm_succ (fun n => r ^ n) N y
      simp only [pow_zero, one_mul] at hq
      rw [hM, hq]
      generalize ∑ j ∈ range N, r ^ ((N : ℤ) - (j : ℤ)).natAbs * y j = M at ih ⊢
      nlinarith [mul_nonneg (sub_nonneg.2 hr2) (sq_nonneg (M + y N))]
  exact le_trans (sq_nonneg _) key
```

The last theorem sets the full kernel beside its truncation. The first part bounds every weight of the full kernel by one; the second finds a length and a path for which the cut kernel exceeds one.

```lean
/-- For geometric memory with `1/2 < |r| ≤ 1` the full kernel gives every pair of paths a noise
factor of at most one, but the same kernel cut after one step gives some pair a factor above one. -/
theorem geometric_cut_amplifies (r : ℝ) (h1 : 1 / 2 < |r|) (h2 : |r| ≤ 1) :
    (∀ N y, coherenceFactor (fun n => r ^ n) N y ≤ 1) ∧
      ∃ N y, 1 < coherenceFactor (cutMemory (fun n => r ^ n)) N y := by
  constructor
  · intro N y
    exact Real.exp_le_one_iff.2 (by linarith [geometric_nonneg r h2 N y])
  · refine (cutMemory_amplifies_iff (fun n => r ^ n)).2 ?_
    simp only [pow_zero, pow_one]
    linarith

end

end InfluenceMemoryCutoff
```

```lean
#print axioms InfluenceMemoryCutoff.chain_nonneg_iff
#print axioms InfluenceMemoryCutoff.geometric_cut_amplifies
```

```
'InfluenceMemoryCutoff.chain_nonneg_iff' depends on axioms: [propext, Classical.choice, Quot.sound]
'InfluenceMemoryCutoff.geometric_cut_amplifies' depends on axioms: [propext, Classical.choice, Quot.sound]
```

To apply the criterion to a particular bath, one must still identify `K` with the coefficients computed from its correlation function and the chosen time grid. If the noise term is written as a sum over \(k\le j\) only, the coefficient between neighbouring times already contains the factor 2, and its absolute value is compared directly with the local one. Many discretisations give the first and last time steps different coefficients, and the form is then stationary only in the interior.
